# The Fermi function as the thermal occupation of a decoupled fermionic mode in finite dimension

Take one fermionic mode with two states: \(|0\rangle\), empty, with energy \(0\), and \(|1\rangle\), occupied, with energy \(e\). The annihilation operator acts as \(c|1\rangle=|0\rangle\) and \(c|0\rangle=0\), and \(H\) is the Hamiltonian. At inverse temperature \(b\), the two orderings of \(c\) and \(c^\dagger\) have the weights

\[
\operatorname{tr}(e^{-bH}cc^\dagger)=1,\qquad \operatorname{tr}(e^{-bH}c^\dagger c)=e^{-be}.
\]

Their ratio is \(e^{be}\), and their sum is the partition function \(Z=1+e^{-be}\). These two facts fix the occupation:

\[
\langle c^\dagger c\rangle=\frac{e^{-be}}{1+e^{-be}}=\frac{1}{e^{be}+1}.
\]

Neither fact needs the explicit states. The ratio follows from \(Hc-cH=-e\,c\), and the sum from \(cc^\dagger+c^\dagger c=1\). The same argument therefore works for any Hermitian matrix \(H\) and any matrix \(c\) that satisfy both relations, however many other states there are.

## States, Boltzmann operator and Gibbs average

```lean
import Mathlib

open Matrix
open scoped ComplexOrder

namespace FermiFromAlgebra

noncomputable section

variable {n : Type*} [Fintype n] [DecidableEq n]
```

The type `n` labels the basis states, and `Fintype n` says that there are finitely many. An operator is a `Matrix n n ℂ`, a square complex matrix with rows and columns labelled by `n`.

```lean
/-- The Boltzmann operator `exp(-bH)` at inverse temperature `b`. -/
def boltzmann (b : ℝ) (H : Matrix n n ℂ) : Matrix n n ℂ :=
  NormedSpace.exp ((-(b : ℂ)) • H)
```

This defines \(e^{-bH}\). The number \(b\) is any real number, and `(b : ℂ)` is the same number regarded as complex. The dot `•` multiplies a matrix by a number. `NormedSpace.exp` is the power-series exponential of the matrix, not the exponential of each entry.

```lean
/-- The Gibbs expectation `tr(exp(-bH) A) / tr exp(-bH)`, for Hermitian `H` on a nonempty
set of basis states. -/
def gibbs (b : ℝ) (H A : Matrix n n ℂ) : ℂ :=
  (boltzmann b H * A).trace / (boltzmann b H).trace
```

In ordinary notation,

\[
\langle A\rangle=\frac{\operatorname{tr}(e^{-bH}A)}{\operatorname{tr}e^{-bH}}.
\]

The definition accepts any matrix \(H\); the theorems below add the conditions that make the denominator nonzero. The trace runs over the whole state space, so particle number may fluctuate. For a chemical potential \(\mu\), read \(H\) as the Hamiltonian minus \(\mu\) times the particle number, and \(e\) as the mode energy measured from \(\mu\).

```lean
/-- The Fermi function `1 / (exp(be) + 1)` at inverse temperature `b` and mode energy `e`. -/
def fermi (b e : ℝ) : ℝ := 1 / (Real.exp (b * e) + 1)
```

This is \(f(e)=1/(e^{be}+1)\), a real number. Where it is compared with a Gibbs average, which is complex by type, Lean regards it as complex too.

## Moving the Boltzmann operator past \(c\)

```lean
open scoped Matrix.Norms.Operator in
/-- If `c` intertwines two matrices, it intertwines their exponentials. -/
theorem exp_intertwine {X Y c : Matrix n n ℂ} (h : X * c = c * Y) :
    NormedSpace.exp X * c = c * NormedSpace.exp Y := by
  have hp : ∀ k : ℕ, X ^ k * c = c * Y ^ k := fun k =>
    ((show SemiconjBy c Y X from h.symm).pow_right k).symm
  -- compare the two exponential series term by term
  have hX := (NormedSpace.exp_series_hasSum_exp' (𝕂 := ℂ) X).mul_right c
  have hY := (NormedSpace.exp_series_hasSum_exp' (𝕂 := ℂ) Y).mul_left c
  have hs : (fun k : ℕ => ((k.factorial : ℂ)⁻¹ • X ^ k) * c) =
      fun k : ℕ => c * ((k.factorial : ℂ)⁻¹ • Y ^ k) := by
    funext k
    rw [smul_mul_assoc, mul_smul_comm, hp]
  rw [hs] at hX
  exact hX.unique hY
```

A Lean theorem lists its hypotheses in brackets after its name; the first colon outside all brackets introduces the conclusion. Here the hypothesis `h` is \(Xc=cY\), and the conclusion is \(e^Xc=c\,e^Y\).

By hand, \(X^2c=XcY=cY^2\), and repeating the step gives \(X^kc=cY^k\) for every \(k\). Divide by \(k!\) and sum:

\[
e^Xc=\sum_{k\ge0}\frac{X^kc}{k!}=\sum_{k\ge0}\frac{cY^k}{k!}=c\,e^Y.
\]

In the proof, `hp` is the statement about powers. `hX` and `hY` say that the two series converge to \(e^Xc\) and \(c\,e^Y\), and `hs` says that their terms agree. The last line uses the fact that a series has only one sum.

```lean
/-- Moving the Boltzmann operator from the left to the right of an operator that lowers the energy
by `e` produces the factor `exp(be)`. -/
theorem boltzmann_mul_lowering (b e : ℝ) {H c : Matrix n n ℂ}
    (h : H * c - c * H = (-(e : ℂ)) • c) :
    boltzmann b H * c = Complex.exp (b * e) • (c * boltzmann b H) := by
  have hHc : H * c = c * H + (-(e : ℂ)) • c := by
    rw [← h]; abel
  have hs : ((-(b : ℂ)) • H) * c =
      c * ((-(b : ℂ)) • H + algebraMap ℂ (Matrix n n ℂ) (b * e)) := by
    simp only [Algebra.algebraMap_eq_smul_one, smul_mul_assoc, hHc, mul_add,
      mul_smul_comm, mul_one]
    module
  have hexp : NormedSpace.exp (algebraMap ℂ (Matrix n n ℂ) (b * e)) =
      algebraMap ℂ (Matrix n n ℂ) (Complex.exp (b * e)) := by
    rw [Complex.exp_eq_exp_ℂ]
    open scoped Matrix.Norms.Operator in
    exact (NormedSpace.algebraMap_exp_comm _).symm
  -- the shift by a scalar matrix factors out of the exponential
  unfold boltzmann
  rw [exp_intertwine hs,
    Matrix.exp_add_of_commute _ _ (Algebra.commute_algebraMap_right _ _),
    hexp, Algebra.algebraMap_eq_smul_one, mul_smul_comm, mul_one, mul_smul_comm]
```

The hypothesis \(Hc-cH=-e\,c\) says that \(c\) lowers the energy by \(e\): if \(H|\psi\rangle=w|\psi\rangle\), then \(Hc|\psi\rangle=(w-e)\,c|\psi\rangle\). The conclusion is

\[
e^{-bH}c=e^{be}\,c\,e^{-bH}.
\]

To derive it, write the hypothesis as \(Hc=c(H-e)\) and multiply by \(-b\):

\[
(-bH)\,c=c\,(-bH+be).
\]

The previous theorem turns this into \(e^{-bH}c=c\,e^{-bH+be}\). The number \(be\) times the identity commutes with \(H\), so its exponential factors out as \(e^{be}\).

In Lean, `hs` is the displayed relation, with `algebraMap` standing for a number times the identity matrix. `hexp` evaluates the exponential of that multiple, and `Matrix.exp_add_of_commute` splits the exponential of the sum.

The sign of the exponent deserves a check. With \(e^{-be}\) in place of \(e^{be}\), the rest of the derivation runs just as smoothly and ends at \(1-f\), the probability that the mode is empty. The low-temperature limit exposes the error, since a mode with \(e>0\) must then be empty.

## A partition function that cannot vanish

```lean
/-- The partition function of a Hermitian Hamiltonian on a nonempty set of basis states is nonzero.
-/
theorem partition_ne_zero [Nonempty n] (b : ℝ) {H : Matrix n n ℂ} (hH : H.IsHermitian) :
    (boltzmann b H).trace ≠ 0 := by
  have hE : (boltzmann (b / 2) H)ᴴ = boltzmann (b / 2) H := by
    apply Matrix.IsHermitian.exp
    change ((-((b / 2 : ℝ) : ℂ)) • H)ᴴ = _
    rw [Matrix.conjTranspose_smul, hH.eq, star_neg]
    congr 2
    exact Complex.conj_ofReal _
  -- split the Boltzmann operator into two equal Hermitian factors
  have hsq : boltzmann b H = (boltzmann (b / 2) H)ᴴ * boltzmann (b / 2) H := by
    rw [hE]
    unfold boltzmann
    rw [← Matrix.exp_add_of_commute _ _ (Commute.refl _), ← add_smul]
    congr 2
    push_cast
    ring
  intro h0
  rw [hsq, Matrix.trace_conjTranspose_mul_self_eq_zero_iff] at h0
  have hu : IsUnit (boltzmann (b / 2) H) := Matrix.isUnit_exp _
  rw [h0] at hu
  exact not_isUnit_zero hu
```

For Hermitian \(H\) on at least one basis state (`Nonempty n`), \(Z=\operatorname{tr}e^{-bH}\) is nonzero. A physicist would call \(Z\) a sum of positive Boltzmann factors. The proof avoids diagonalising \(H\) by setting \(E=e^{-bH/2}\). This matrix is Hermitian, so \(e^{-bH}=E^\dagger E\) and

\[
Z=\operatorname{tr}(E^\dagger E)=\sum_{i,j}|E_{ij}|^2 .
\]

The sum vanishes only if \(E=0\), but \(E\) has the inverse \(e^{bH/2}\), and on a nonempty state space the zero matrix has none.

`hE` is the Hermiticity of \(E\) and `hsq` the factorisation. After that, `intro h0` assumes \(Z=0\), and the remaining lines derive the contradiction.

## Two equations for two orderings

```lean
/-- If `c` lowers the energy by `e` and its anticommutator with `d` is the number `k`, then
the Gibbs expectation of `d c` is `k` times the Fermi function. -/
theorem gibbs_of_anticommutator [Nonempty n] (b e : ℝ) (k : ℂ) {H c d : Matrix n n ℂ}
    (hH : H.IsHermitian) (h : H * c - c * H = (-(e : ℂ)) • c)
    (hcd : c * d + d * c = k • (1 : Matrix n n ℂ)) :
    gibbs b H (d * c) = k * (fermi b e : ℂ) := by
  have hZ := partition_ne_zero b hH
  have hw : Complex.exp (b * e) + 1 ≠ 0 := by
    have hpos : Real.exp (b * e) + 1 ≠ 0 := by positivity
    exact_mod_cast hpos
  -- cyclicity of the trace
  have h1 : (boltzmann b H * (c * d)).trace =
      Complex.exp (b * e) * (boltzmann b H * (d * c)).trace := by
    rw [← mul_assoc, boltzmann_mul_lowering b e h, smul_mul_assoc, Matrix.trace_smul,
      smul_eq_mul, Matrix.trace_mul_cycle, Matrix.trace_mul_comm (d * c)]
  -- the anticommutator fixes the sum of the two orderings
  have h2 : (boltzmann b H * (c * d)).trace + (boltzmann b H * (d * c)).trace =
      k * (boltzmann b H).trace := by
    rw [← Matrix.trace_add, ← mul_add, hcd, mul_smul_comm, mul_one, Matrix.trace_smul,
      smul_eq_mul]
  have hf : (fermi b e : ℂ) = 1 / (Complex.exp (b * e) + 1) := by
    unfold fermi
    push_cast
    rfl
  rw [hf, mul_one_div, gibbs, div_eq_div_iff hZ hw]
  linear_combination h2 - h1
```

Here \(d\) is any matrix whose anticommutator with \(c\) is a number: \(cd+dc=k\). The theorem says that \(\langle dc\rangle=k\,f(e)\).

First move the Boltzmann operator past \(c\), then use the cyclicity of the trace:

\[
\operatorname{tr}(e^{-bH}cd)=e^{be}\operatorname{tr}(c\,e^{-bH}d)=e^{be}\operatorname{tr}(e^{-bH}dc).
\]

The anticommutator gives the sum:

\[
\operatorname{tr}(e^{-bH}cd)+\operatorname{tr}(e^{-bH}dc)=kZ.
\]

Eliminating the first trace leaves \((e^{be}+1)\operatorname{tr}(e^{-bH}dc)=kZ\). Division by \(Z\) and by \(e^{be}+1\) gives the result.

The two equations are `h1` and `h2`, while `hZ` and `hw` say that the two divisors are nonzero. `div_eq_div_iff` clears the denominators, and `linear_combination h2 - h1` carries out the elimination.

Subtracting the orderings instead of adding them gives a neighbouring identity, \((e^{be}-1)\langle dc\rangle=\langle cd-dc\rangle\). For a spin with \(H=e\,S^z\), \(c=S^-\) and \(d=S^+\), in units with \(\hbar=1\), it reads \((e^{be}-1)\langle S^+S^-\rangle=-2\langle S^z\rangle\).

## The occupation of one mode

```lean
/-- The Gibbs expectation of the occupation number `c* c` of a fermionic mode of energy `e`
is the Fermi function. -/
theorem gibbs_occupation [Nonempty n] (b e : ℝ) {H c : Matrix n n ℂ}
    (hH : H.IsHermitian) (h : H * c - c * H = (-(e : ℂ)) • c)
    (hcar : c * cᴴ + cᴴ * c = 1) :
    gibbs b H (cᴴ * c) = (fermi b e : ℂ) := by
  have := gibbs_of_anticommutator b e 1 hH h (d := cᴴ) (by rw [hcar, one_smul])
  rwa [one_mul] at this
```

In Lean, `cᴴ` is the conjugate transpose \(c^\dagger\). The theorem reads: if \(H\) is Hermitian, \(Hc-cH=-e\,c\) and \(cc^\dagger+c^\dagger c=1\), then

\[
\langle c^\dagger c\rangle=\frac{1}{e^{be}+1}
\]

for all real \(b\) and \(e\). The proof is the previous theorem with \(d=c^\dagger\) and \(k=1\).

The energy-lowering relation is assumed, not derived from a microscopic Hamiltonian. Physically, it says that the mode is decoupled: adding its particle costs the energy \(e\), and removing it releases \(e\), whatever the rest of the system is doing. An interaction between this mode and others generally destroys the relation. The finite state space accommodates finitely many fermionic modes, but no thermodynamic limit.

## Several modes and the one-body density matrix

```lean
/-- For a family of fermionic modes, the thermal one-body density matrix is diagonal, with
the Fermi function of each mode energy on the diagonal. -/
theorem one_body_density [Nonempty n] {m : Type*} [DecidableEq m] (b : ℝ) (e : m → ℝ)
    {H : Matrix n n ℂ} {c : m → Matrix n n ℂ} (hH : H.IsHermitian)
    (h : ∀ i, H * c i - c i * H = (-(e i : ℂ)) • c i)
    (hcar : ∀ i j, c i * (c j)ᴴ + (c j)ᴴ * c i = if i = j then 1 else 0) (i j : m) :
    gibbs b H ((c j)ᴴ * c i) = if i = j then (fermi b (e i) : ℂ) else 0 := by
  rw [gibbs_of_anticommutator b (e i) (if i = j then 1 else 0) hH (h i)
    (by rw [hcar]; split_ifs <;> simp)]
  split_ifs <;> simp
```

Now `c` is a family of operators \(c_i\), each of which lowers the energy of the same Hermitian \(H\) by its own \(e_i\), and `∀ i` means "for every \(i\)". The expression `if i = j then 1 else 0` is a Kronecker delta. In `hcar` it multiplies the identity matrix, so the hypothesis is \(c_ic_j^\dagger+c_j^\dagger c_i=\delta_{ij}\). The conclusion is

\[
\langle c_j^\dagger c_i\rangle=\delta_{ij}\,f(e_i).
\]

This is the general anticommutator theorem with \(c=c_i\), \(d=c_j^\dagger\) and \(k=\delta_{ij}\); `split_ifs` treats \(i=j\) and \(i\neq j\) separately. The off-diagonal elements vanish because the anticommutator does, so modes with equal energies need no special treatment.

In electronic structure, this is the Fermi–Dirac occupation of spin orbitals at finite temperature, for non-interacting electrons in a finite set of spin orbitals that diagonalise the one-body Hamiltonian. A spatial orbital with the same energy for both spins has the occupation \(2f\).

## Fluctuations of the occupation

```lean
/-- For a fermionic mode of energy `e` whose annihilation operator satisfies `c c = 0`, the thermal
variance of the occupation number `c* c` is `f (1 - f)`, with `f` the Fermi function. -/
theorem occupation_variance [Nonempty n] (b e : ℝ) {H c : Matrix n n ℂ}
    (hH : H.IsHermitian) (h : H * c - c * H = (-(e : ℂ)) • c)
    (hcar : c * cᴴ + cᴴ * c = 1) (h0 : c * c = 0) :
    gibbs b H (cᴴ * c * (cᴴ * c)) - gibbs b H (cᴴ * c) ^ 2 =
      (fermi b e : ℂ) * (1 - fermi b e) := by
  -- the occupation number is idempotent
  have hN : cᴴ * c * (cᴴ * c) = cᴴ * c := by
    calc cᴴ * c * (cᴴ * c)
        = cᴴ * (c * cᴴ + cᴴ * c) * c - cᴴ * cᴴ * (c * c) := by noncomm_ring
      _ = cᴴ * c := by rw [hcar, h0, mul_one, mul_zero, sub_zero]
  rw [hN, gibbs_occupation b e hH h hcar]
  ring
```

Write \(N=c^\dagger c\). With the further hypothesis \(c^2=0\), the theorem gives the variance

\[
\langle N^2\rangle-\langle N\rangle^2=f(1-f).
\]

The calculation in `hN` shows that \(N\) is idempotent:

\[
N^2=c^\dagger(cc^\dagger+c^\dagger c)c-c^\dagger c^\dagger cc=c^\dagger c=N.
\]

Hence \(\langle N^2\rangle-\langle N\rangle^2=f-f^2\).

The condition \(c^2=0\) is the exclusion principle for the mode, and the mean occupation did not need it. A single basis state with \(H=0\), \(e=0\) and \(c=1/\sqrt2\) shows the difference. It satisfies the other hypotheses and has the correct mean \(1/2\), but its variance is \(0\) instead of \(1/4\). Only \(e=0\) allows such an exception. For \(e\neq0\), repeated lowering must end in a finite state space, so \(c^2\) is nilpotent; the anticommutator makes \(c^2\) commute with its adjoint, and a nilpotent matrix that does so is zero.

## Two modes written out as matrices

```lean
/-- The annihilation operators of two fermionic modes on four basis states. -/
def modes : Fin 2 → Matrix (Fin 4) (Fin 4) ℂ :=
  ![!![0, 0, 1, 0; 0, 0, 0, 1; 0, 0, 0, 0; 0, 0, 0, 0],
    !![0, 1, 0, 0; 0, 0, 0, 0; 0, 0, 0, -1; 0, 0, 0, 0]]
```

The notation `!![...]` lists a matrix row by row, with semicolons between rows, and Lean counts from zero. In occupation notation \(|n_0n_1\rangle\), the basis order is \(|00\rangle,|01\rangle,|10\rangle,|11\rangle\). The first matrix is \(c_0\), with \(c_0|10\rangle=|00\rangle\) and \(c_0|11\rangle=|01\rangle\). The second is \(c_1\), with \(c_1|01\rangle=|00\rangle\) and \(c_1|11\rangle=-|10\rangle\). The minus sign makes operators of different modes anticommute.

```lean
/-- The Hamiltonian of two independent modes with energies `e 0` and `e 1`. -/
def twoModeH (e : Fin 2 → ℝ) : Matrix (Fin 4) (Fin 4) ℂ :=
  !![0, 0, 0, 0; 0, (e 1 : ℂ), 0, 0; 0, 0, (e 0 : ℂ), 0; 0, 0, 0, (e 0 : ℂ) + (e 1 : ℂ)]
```

The Hamiltonian is diagonal, with energies \(0\), \(e_1\), \(e_0\) and \(e_0+e_1\) in the same order. The energies of the two modes simply add, with no interaction term.

```lean
/-- For any real mode energies, the two-mode Hamiltonian is Hermitian, each annihilation operator
lowers the energy by its mode energy and squares to zero, and the anticommutator of annihilation
operator `i` with the adjoint of annihilation operator `j` is the identity if `i = j` and zero
otherwise. -/
theorem one_body_density_witness (e : Fin 2 → ℝ) :
    (twoModeH e).IsHermitian ∧
    (∀ i, twoModeH e * modes i - modes i * twoModeH e = (-(e i : ℂ)) • modes i) ∧
    (∀ i j, modes i * (modes j)ᴴ + (modes j)ᴴ * modes i = if i = j then 1 else 0) ∧
    (∀ i, modes i * modes i = 0) := by
  refine ⟨?_, fun i => ?_, fun i j => ?_, fun i => ?_⟩
  · change (twoModeH e)ᴴ = twoModeH e
    ext a b
    fin_cases a <;> fin_cases b <;> simp [twoModeH, Matrix.conjTranspose_apply]
  · ext a b
    fin_cases i <;> fin_cases a <;> fin_cases b <;>
      simp [twoModeH, modes]
  · ext a b
    -- expand into entries before inserting the explicit matrices
    simp only [Matrix.add_apply, Matrix.mul_apply, Matrix.conjTranspose_apply,
      Fin.sum_univ_four]
    fin_cases i <;> fin_cases j <;> fin_cases a <;> fin_cases b <;> simp [modes]
  · ext a b
    fin_cases i <;> fin_cases a <;> fin_cases b <;>
      simp [modes, Matrix.mul_apply, Fin.sum_univ_succ]

end

end FermiFromAlgebra
```

The symbol `∧` means "and". For any real \(e_0\) and \(e_1\), the model has a Hermitian Hamiltonian and satisfies the energy-lowering relations, the anticommutators and \(c_i^2=0\). The theorems above therefore apply to it, including the one for the density matrix. The proof compares matrices entry by entry: `ext a b` picks a row and a column, `fin_cases` runs through their possible values, and `simp` does the arithmetic.

```lean
#print axioms FermiFromAlgebra.one_body_density
#print axioms FermiFromAlgebra.occupation_variance
```

```
'FermiFromAlgebra.one_body_density' depends on axioms: [propext, Classical.choice, Quot.sound]
'FermiFromAlgebra.occupation_variance' depends on axioms: [propext, Classical.choice, Quot.sound]
```
